# Displacement along a classical path turns undriven oscillator solutions into driven ones

A particle of mass $m>0$ moves on the line with real coordinate $x$, at real times $t$. Subscripts $x$ and $t$ denote partial derivatives, a prime denotes a time derivative, and $\hbar>0$ is kept explicit.

In Lean 4 with Mathlib:

```lean
import Mathlib

open Complex MeasureTheory

namespace DisplacedExactSolutions

noncomputable section
```

The stiffness $k(t)$ and the driving force $F(t)$ are arbitrary real functions, and $k$ may have either sign. The potential is

$$V(x,t)=\tfrac12 k(t)x^2-F(t)x .$$

```lean
/-- The potential `k(t) x² / 2 - F(t) x` of a driven oscillator with time-dependent stiffness. -/
def potential (k F : ℝ → ℝ) (x t : ℝ) : ℝ := k t * x ^ 2 / 2 - F t * x
```

A wave function $\psi(x,t)$ counts as a solution if

$$i\hbar\,\psi_t=-\frac{\hbar^2}{2m}\psi_{xx}+V\psi$$

holds at every point and every time. `SolvesSchrodinger` also requires $\psi$ to be differentiable in $(x,t)$ jointly and $\psi_x$ to be differentiable in $x$, so every derivative in the equation exists. It requires neither normalisation nor decay, so for $V=0$ the plane waves of a free particle count as solutions.

```lean
/-- `ψ` is a regular solution of `iħ ψ_t = -(ħ²/2m) ψ_xx + V ψ` on the line, at all times. -/
def SolvesSchrodinger (ħ m : ℝ) (V : ℝ → ℝ → ℝ) (ψ : ℝ → ℝ → ℂ) : Prop :=
  Differentiable ℝ (fun z : ℝ × ℝ => ψ z.1 z.2) ∧
  (∀ t, Differentiable ℝ (deriv (fun y => ψ y t))) ∧
  ∀ x t, I * (ħ : ℂ) * deriv (fun s => ψ x s) t =
    -((ħ : ℂ) ^ 2 / (2 * (m : ℂ))) * deriv (deriv (fun y => ψ y t)) x + (V x t : ℂ) * ψ x t
```

The classical position $q(t)$ and momentum $p(t)$ obey Hamilton's equations, with the first written as $p=mq'$:

$$p=mq',\qquad p'=-V_x(q,t).$$

The path is assumed to exist for all times; its existence is not derived from $k$ and $F$.

```lean
/-- Position `q` and momentum `p` follow the classical equations `p = m q'`, `p' = -V_x(q,t)`. -/
structure IsClassicalPath (m : ℝ) (k F q p : ℝ → ℝ) : Prop where
  diff : Differentiable ℝ q
  momentum : ∀ t, p t = m * deriv q t
  newton : ∀ t, HasDerivAt p (-(deriv (fun x => potential k F x t) (q t))) t
```

Given a real function $S(t)$, the displaced wave function is

$$\psi(x,t)=e^{i\theta(x,t)}\,\varphi(x-q(t),t),\qquad \theta=\frac{p(x-q)+S}{\hbar}.$$

The definition `displace` accepts any $q,p,S$. The main theorem, `displaced_solution_iff`, adds the classical equations and the action condition $S'=p^2/(2m)-V(q,t)$, whose right-hand side is the Lagrangian along the path.

```lean
/-- The wave function `exp(i(p(x-q)+S)/ħ) φ(x-q,t)`. -/
def displace (ħ : ℝ) (q p S : ℝ → ℝ) (φ : ℝ → ℝ → ℂ) (x t : ℝ) : ℂ :=
  cexp (I * (((p t * (x - q t) + S t) / ħ : ℝ) : ℂ)) * φ (x - q t) t
```

## Derivatives of the displaced wave

The slope of the potential is $V_x=kx-F$, so Newton's law reads $p'=-(kq-F)$.

```lean
/-- The slope of the potential is `k(t) x - F(t)`. -/
theorem deriv_potential (k F : ℝ → ℝ) (x t : ℝ) :
    deriv (fun y => potential k F y t) x = k t * x - F t := by
  have e : (fun y => potential k F y t) = fun y => k t * (y * y) / 2 - F t * y := by
    funext y
    simp only [potential]
    ring
  have h := ((((hasDerivAt_id' x).fun_mul (hasDerivAt_id' x)).const_mul (k t)).div_const 2).fun_sub
    ((hasDerivAt_id' x).const_mul (F t))
  rw [e]
  exact (h.congr_deriv (by ring)).deriv
```

The time derivative of $\psi$ sees $\varphi$ from a moving point. For a differentiable $u(t)$,

$$\frac{d}{dt}\varphi(u(t),t)=u'\varphi_x+\varphi_t .$$

The proof takes the total derivative $D$ of $\varphi$ at $(u(t),t)$ and evaluates it along three curves: one varying only $x$, one varying only $t$, and the moving point itself. Linearity, $D(u',1)=u'D(1,0)+D(0,1)$, gives the formula. This is where joint differentiability is needed.

```lean
/-- The rate of change of a wave function seen from a moving point `u(t)` is `u' φ_x + φ_t`. -/
theorem hasDerivAt_along {φ : ℝ → ℝ → ℂ} (hφ : Differentiable ℝ (fun z : ℝ × ℝ => φ z.1 z.2))
    {u : ℝ → ℝ} {u' t : ℝ} (hu : HasDerivAt u u' t) :
    HasDerivAt (fun s => φ (u s) s)
      ((u' : ℂ) * deriv (fun y => φ y t) (u t) + deriv (fun s => φ (u t) s) t) t := by
  obtain ⟨D, hD⟩ := hφ (u t, t)
  have key : ∀ (c : ℝ → ℝ × ℝ) (c' : ℝ × ℝ) (s : ℝ), c s = (u t, t) → HasDerivAt c c' s →
      HasDerivAt (fun r => φ (c r).1 (c r).2) (D c') s := by
    intro c c' s h hc
    have hD' : HasFDerivAt (fun z : ℝ × ℝ => φ z.1 z.2) D (c s) := by
      rw [h]
      exact hD
    exact hD'.comp_hasDerivAt s hc
  have h1 : HasDerivAt (fun y => φ y t) (D (1, 0)) (u t) :=
    key (fun y => (y, t)) (1, 0) (u t) rfl ((hasDerivAt_id' _).prodMk (hasDerivAt_const _ _))
  have h2 : HasDerivAt (fun s => φ (u t) s) (D (0, 1)) t :=
    key (fun s => (u t, s)) (0, 1) t rfl ((hasDerivAt_const _ _).prodMk (hasDerivAt_id' _))
  have h3 : HasDerivAt (fun s => φ (u s) s) (D (u', 1)) t :=
    key (fun s => (u s, s)) (u', 1) t rfl (hu.prodMk (hasDerivAt_id' _))
  have e : ((u', 1) : ℝ × ℝ) = u' • ((1, 0) : ℝ × ℝ) + ((0, 1) : ℝ × ℝ) := by simp
  rw [h1.deriv, h2.deriv]
  refine h3.congr_deriv ?_
  rw [e, map_add, map_smul, Complex.real_smul]
```

The phase factor obeys $\frac{d}{ds}e^{i\theta}=i\theta' e^{i\theta}$, with the prime here meaning $d/ds$ for whichever variable $s$ is varied.

```lean
/-- The derivative of a phase factor `exp(iθ)`. -/
theorem hasDerivAt_phase {θ : ℝ → ℝ} {θ' s : ℝ} (h : HasDerivAt θ θ' s) :
    HasDerivAt (fun r => cexp (I * (θ r : ℂ))) (cexp (I * (θ s : ℂ)) * (I * (θ' : ℂ))) s :=
  (h.ofReal_comp.const_mul I).cexp
```

At fixed time, $\theta$ is linear in $x$ with slope $p/\hbar$. For any differentiable $f$,

$$\frac{d}{dx}\left[e^{i\theta}f(x-q)\right]=e^{i\theta}\left[\frac{ip}{\hbar}f+f'\right](x-q),$$

where $f'$ is the derivative of $f$. The lemma writes $a,b,c$ for $p,S,q$. Applied twice, it gives

$$\psi_{xx}=e^{i\theta}\left[\frac{ip}{\hbar}\left(\frac{ip}{\hbar}\varphi+\varphi_x\right)+\frac{ip}{\hbar}\varphi_x+\varphi_{xx}\right].$$

```lean
/-- A spatial derivative acts on a boosted, shifted function as `ia/ħ + d/dx` under the phase. -/
theorem hasDerivAt_boost (ħ a b c : ℝ) {f : ℝ → ℂ} {f' : ℂ} {x : ℝ}
    (hf : HasDerivAt f f' (x - c)) :
    HasDerivAt (fun y => cexp (I * (((a * (y - c) + b) / ħ : ℝ) : ℂ)) * f (y - c))
      (cexp (I * (((a * (x - c) + b) / ħ : ℝ) : ℂ)) *
        (I * ((a / ħ : ℝ) : ℂ) * f (x - c) + f')) x := by
  have hθ : HasDerivAt (fun y => (a * (y - c) + b) / ħ) (a / ħ) x :=
    (((((hasDerivAt_id' x).sub_const c).const_mul a).add_const b).div_const ħ).congr_deriv
      (by ring)
  exact ((hasDerivAt_phase hθ).fun_mul (hf.comp_sub_const x c)).congr_deriv (by ring)
```

## Balancing the terms

Write $v=q'$ and $d=\hbar\theta_t$, and evaluate $\varphi$ and its derivatives at $(x-q,t)$. Then

$$i\hbar\psi_t=e^{i\theta}\left[-d\,\varphi-i\hbar v\,\varphi_x+i\hbar\varphi_t\right],$$

$$-\frac{\hbar^2}{2m}\psi_{xx}=e^{i\theta}\left[\frac{mv^2}{2}\varphi-i\hbar v\,\varphi_x-\frac{\hbar^2}{2m}\varphi_{xx}\right].$$

The $\varphi_x$ terms agree. Let $U$ be the old potential at $x-q$ and $W$ the new one at $x$. Inserting the equation for $\varphi$, the Schrödinger equation for $\psi$ holds if

$$-d=\frac{mv^2}{2}+W-U .$$

In the lemma $A,B,C,T$ stand for $\varphi,\varphi_x,\varphi_{xx},\varphi_t$, and `e` for the phase factor. The steps `h1` and `h2` use $i^2=-1$ to simplify the time and space terms, and the last `linear_combination` adds the equations.

```lean
/-- If the original wave satisfies its equation with potential `U`, the terms of the Schrödinger
equation with potential `W` balance for the displaced wave whenever `d`, which is `ħ` times the
phase rate, satisfies `-d = m v² / 2 + W - U`. -/
theorem schrodinger_balance {ħ m : ℂ} (hħ : ħ ≠ 0) (hm : m ≠ 0) {v d e A B C T U W : ℂ}
    (E : I * ħ * T = -(ħ ^ 2 / (2 * m)) * C + U * A) (hd : -d = m * v ^ 2 / 2 + W - U) :
    I * ħ * (e * (I * (d / ħ)) * A + e * (-v * B + T)) =
      -(ħ ^ 2 / (2 * m)) * (e * (I * (m * v / ħ) * (I * (m * v / ħ) * A + B) +
        (I * (m * v / ħ) * B + C))) + W * (e * A) := by
  have h1 : I * ħ * (I * (d / ħ)) = -d := by
    linear_combination (norm := (field_simp; try ring)) d * I_sq
  have h2 : ħ ^ 2 / (2 * m) * (I * (m * v / ħ) * (I * (m * v / ħ) * A + B) +
      (I * (m * v / ħ) * B + C)) =
      -(m * v ^ 2 / 2) * A + I * ħ * v * B + ħ ^ 2 / (2 * m) * C := by
    linear_combination (norm := (field_simp; try ring)) (m * v ^ 2 / 2 * A) * I_sq
  linear_combination e * A * h1 + e * E + e * h2 + e * A * hd
```

The classical equations supply this condition, even when the original wave already feels a force $G(t)$. Let the path be driven by $F$ alone, and let the action use the total force:

$$S'=\frac{p^2}{2m}-\frac{kq^2}{2}+(G+F)q .$$

Differentiating the phase gives

$$\begin{aligned}
d&=p'(x-q)-pq'+S'\\
&=-(kq-F)(x-q)-\frac{mv^2}{2}-\frac{kq^2}{2}+(G+F)q .
\end{aligned}$$

On the other side,

$$\begin{aligned}
W-U&=\frac{kx^2}{2}-(G+F)x-\frac{k(x-q)^2}{2}+G(x-q)\\
&=kqx-\frac{kq^2}{2}-Fx-Gq\\
&=(kq-F)(x-q)+\frac{kq^2}{2}-(G+F)q ,
\end{aligned}$$

so $-d=mv^2/2+W-U$. Displacement therefore takes solutions with force $G$ to solutions with force $G+F$.

In the proof, `D1` and `D2` are the spatial derivatives, `hθ` is the computation of $d$, and `Dt` is the time derivative. The first two goals after `refine` carry the regularity over to $\psi$; the third is closed by `schrodinger_balance`.

```lean
/-- Displacement along a classical path driven by `F` turns a solution with driving force `G` into a
solution with driving force `G + F`, provided `S' = p²/(2m) - V(q,t)`, where `V` is the potential
with force `G + F`. -/
theorem displace_adds_force {ħ m : ℝ} (hħ : 0 < ħ) (hm : 0 < m) {k F G q p S : ℝ → ℝ}
    (h : IsClassicalPath m k F q p)
    (hS : ∀ t, HasDerivAt S (p t ^ 2 / (2 * m) - potential k (G + F) (q t) t) t)
    {φ : ℝ → ℝ → ℂ} (hφ : SolvesSchrodinger ħ m (potential k G) φ) :
    SolvesSchrodinger ħ m (potential k (G + F)) (displace ħ q p S φ) := by
  obtain ⟨hd, hdx, heq⟩ := hφ
  have hx : ∀ t, Differentiable ℝ (fun y => φ y t) := fun t => by
    have hc : Differentiable ℝ (fun y : ℝ => (y, t)) := by fun_prop
    exact hd.comp hc
  -- first and second spatial derivatives
  have D1 : ∀ t, deriv (fun y => displace ħ q p S φ y t) = fun y =>
      cexp (I * (((p t * (y - q t) + S t) / ħ : ℝ) : ℂ)) *
        (I * ((p t / ħ : ℝ) : ℂ) * φ (y - q t) t + deriv (fun z => φ z t) (y - q t)) :=
    fun t => funext fun y =>
      (hasDerivAt_boost ħ (p t) (S t) (q t) (hx t (y - q t)).hasDerivAt).deriv
  have D2 := fun t y => hasDerivAt_boost ħ (p t) (S t) (q t) (x := y)
    (f := fun z => I * ((p t / ħ : ℝ) : ℂ) * φ z t + deriv (fun z => φ z t) z)
    (((hx t (y - q t)).hasDerivAt.const_mul _).fun_add (hdx t (y - q t)).hasDerivAt)
  refine ⟨?_, fun t => ?_, fun x t => ?_⟩
  · have hq := h.diff
    have hp : Differentiable ℝ p := fun t => (h.newton t).differentiableAt
    have hS' : Differentiable ℝ S := fun t => (hS t).differentiableAt
    have hc : Differentiable ℝ (fun z : ℝ × ℝ => (z.1 - q z.2, z.2)) := by fun_prop
    have hθ : Differentiable ℝ
        (fun z : ℝ × ℝ => (p z.2 * (z.1 - q z.2) + S z.2) / ħ) := by fun_prop
    exact (((Complex.ofRealCLM.differentiable.comp hθ).const_mul I).cexp).mul (hd.comp hc)
  · rw [D1 t]
    exact fun y => (D2 t y).differentiableAt
  · have hq := (h.diff t).hasDerivAt
    obtain ⟨d, hdef⟩ : ∃ d : ℝ, d = -(m * deriv q t ^ 2 / 2 + potential k (G + F) x t
      - potential k G (x - q t) t) := ⟨_, rfl⟩
    -- the classical equations fix the rate of the phase
    have hθ : HasDerivAt (fun s => (p s * (x - q s) + S s) / ħ) (d / ħ) t := by
      refine ((((h.newton t).fun_mul (hq.const_sub x)).fun_add (hS t)).div_const ħ).congr_deriv ?_
      rw [hdef, deriv_potential, h.momentum t]
      simp only [potential, Pi.add_apply]
      field_simp
      ring
    have Dt : HasDerivAt (fun s => displace ħ q p S φ x s) _ t :=
      (hasDerivAt_phase hθ).fun_mul (hasDerivAt_along hd (hq.const_sub x))
    have K : ((p t / ħ : ℝ) : ℂ) = (m : ℂ) * ((deriv q t : ℝ) : ℂ) / (ħ : ℂ) := by
      rw [h.momentum t, Complex.ofReal_div, Complex.ofReal_mul]
    rw [Dt.deriv, D1 t, (D2 t x).deriv, K, Complex.ofReal_div d ħ, Complex.ofReal_neg]
    refine schrodinger_balance (by exact_mod_cast hħ.ne') (by exact_mod_cast hm.ne')
      (heq (x - q t) t) ?_
    rw [hdef]
    push_cast
    ring
```

## Undoing the displacement

Displace $\psi$ by $(-q,-p)$ with action $pq-S$. The argument of $\varphi$ becomes $(x+q)-q=x$, and the phases cancel:

$$\frac{-p(x+q)+pq-S}{\hbar}+\frac{px+S}{\hbar}=0 .$$

```lean
/-- The opposite displacement, with action `pq - S`, restores the original wave function. -/
theorem displace_inverse (ħ : ℝ) (q p S : ℝ → ℝ) (φ : ℝ → ℝ → ℂ) :
    displace ħ (fun t => -q t) (fun t => -p t) (fun t => p t * q t - S t)
      (displace ħ q p S φ) = φ := by
  funext x t
  simp only [displace]
  have h1 : x - -q t - q t = x := by ring
  have h2 : (-p t * (x - -q t) + (p t * q t - S t)) / ħ + (p t * x + S t) / ħ = 0 := by ring
  rw [h1, ← mul_assoc, ← Complex.exp_add, ← mul_add, ← Complex.ofReal_add, h2]
  simp
```

Now take a classical path driven by $F$, with $S'=p^2/(2m)-V(q,t)$. The theorem says that an arbitrary function $\varphi$ solves the equation with potential $kx^2/2$ exactly when its displaced version solves it with $V$.

The forward direction is the previous result with $G=0$. For the converse, start from force $F$ and add $-F$. The reflected path $(-q,-p)$ is classical for $-F$, since $-p'=kq-F=-\left(k(-q)+F\right)$. Its action has the required rate for zero total force:

$$\begin{aligned}
(pq-S)'&=-(kq-F)q+mv^2-\frac{mv^2}{2}+\frac{kq^2}{2}-Fq\\
&=\frac{mv^2}{2}-\frac{kq^2}{2}.
\end{aligned}$$

These two checks are `h'` and `hS'` in the second branch; `displace_inverse` then returns $\varphi$ itself.

```lean
/-- Let `(q,p)` be a classical path in `V = k(t)x²/2 - F(t)x` and `S' = p²/(2m) - V(q,t)`.
Then `φ` solves the Schrödinger equation with potential `k(t)x²/2` if and only if
`exp(i(p(x-q)+S)/ħ) φ(x-q,t)` solves it with potential `V`. -/
theorem displaced_solution_iff {ħ m : ℝ} (hħ : 0 < ħ) (hm : 0 < m) {k F q p S : ℝ → ℝ}
    (h : IsClassicalPath m k F q p)
    (hS : ∀ t, HasDerivAt S (p t ^ 2 / (2 * m) - potential k F (q t) t) t) (φ : ℝ → ℝ → ℂ) :
    SolvesSchrodinger ħ m (fun x t => k t * x ^ 2 / 2) φ ↔
      SolvesSchrodinger ħ m (potential k F) (displace ħ q p S φ) := by
  have h0 : (fun x t => k t * x ^ 2 / 2) = potential k 0 := by
    funext x t
    simp [potential]
  rw [h0]
  constructor
  · intro hφ
    have hS' : ∀ t, HasDerivAt S (p t ^ 2 / (2 * m) - potential k (0 + F) (q t) t) t := by
      simpa only [zero_add] using hS
    simpa only [zero_add] using displace_adds_force hħ hm h hS' hφ
  · intro hψ
    -- the reflected path is driven by the opposite force
    have h' : IsClassicalPath m k (-F) (fun t => -q t) (fun t => -p t) := by
      refine ⟨h.diff.fun_neg, fun t => ?_, fun t => ?_⟩
      · rw [(h.diff t).hasDerivAt.fun_neg.deriv, h.momentum t]
        ring
      · refine (h.newton t).fun_neg.congr_deriv ?_
        rw [deriv_potential, deriv_potential, Pi.neg_apply]
        ring
    have hS' : ∀ t, HasDerivAt (fun t => p t * q t - S t)
        ((-p t) ^ 2 / (2 * m) - potential k (F + -F) (-q t) t) t := by
      intro t
      refine (((h.newton t).fun_mul (h.diff t).hasDerivAt).fun_sub (hS t)).congr_deriv ?_
      rw [deriv_potential, h.momentum t]
      simp only [potential, Pi.add_apply, Pi.neg_apply]
      field_simp
      ring
    have := displace_adds_force hħ hm h' hS' hψ
    rwa [displace_inverse, add_neg_cancel] at this
```

Newton's law is essential here. Take $m=\hbar=1$, $k=0$, $F=1$ and $q=p=S=0$. Then $p=mq'$ and the action condition hold, but $p'=0$ where the force demands $1$. The constant $\varphi=1$ solves the free equation, and its displaced version is again $\psi=1$. With $V=-x$, the left side of the Schrödinger equation is $0$ and the right side is $-x$.

For a single particle in one dimension with this quadratic potential, a known undriven solution, together with a known classical path and its action, gives an exact reference for testing a wave-packet propagation code with a driving force.

## The shift of the mean position

The phase has modulus one, so $|\psi(x,t)|^2=|\varphi(x-q,t)|^2$. Substituting $y=x-q$,

$$\int x|\psi|^2\,dx=\int y|\varphi|^2\,dy+q\int|\varphi|^2\,dy .$$

For normalised $\varphi$, the mean position shifts by exactly $q(t)$. The theorem assumes that $|\varphi|^2$ and $x|\varphi|^2$ are integrable at the chosen time; it needs neither the Schrödinger equation nor the classical equations.

```lean
/-- Displacement adds `q(t)` times the total probability to the first moment of the density. -/
theorem displace_first_moment (ħ : ℝ) (q p S : ℝ → ℝ) (φ : ℝ → ℝ → ℂ) (t : ℝ)
    (h0 : Integrable (fun x => ‖φ x t‖ ^ 2)) (h1 : Integrable (fun x => x * ‖φ x t‖ ^ 2)) :
    ∫ x, x * ‖displace ħ q p S φ x t‖ ^ 2 =
      (∫ x, x * ‖φ x t‖ ^ 2) + q t * ∫ x, ‖φ x t‖ ^ 2 := by
  have e : ∀ x, x * ‖displace ħ q p S φ x t‖ ^ 2 =
      (fun y => y * ‖φ y t‖ ^ 2 + q t * ‖φ y t‖ ^ 2) (x - q t) := by
    intro x
    simp only [displace]
    rw [norm_mul, mul_comm I, Complex.norm_exp_ofReal_mul_I]
    ring
  simp_rw [e]
  rw [integral_sub_right_eq_self (fun y => y * ‖φ y t‖ ^ 2 + q t * ‖φ y t‖ ^ 2) (q t),
    integral_add h1 (h0.const_mul (q t)), integral_const_mul]
```

## A path with growing stiffness

Take $m=1$, $k=t$ and $F=t^2$. The path $q=t$, $p=1$ feels no net force, because $-(t\cdot t-t^2)=0$. The action rate is

$$S'=\frac12-\left(\frac{t^3}{2}-t^3\right)=\frac12+\frac{t^3}{2},$$

which $S=t/2+t^4/8$ satisfies.

At $t=2$ this gives $q=2$, $p=1$ and $S=3$. With $\hbar=1$ the displaced wave is $e^{i(x+1)}\varphi(x-2,2)$. At $x=3$ the phase rate is $d=0-1+\tfrac92=\tfrac72$. The potentials are $W=9-12=-3$ and $U=1$, so the balance requires $-d=\tfrac12-3-1=-\tfrac72$, in agreement.

```lean
/-- For `m = 1`, stiffness `k = t` and force `F = t²`, the path `q = t`, `p = 1` with action
`S = t/2 + t⁴/8` satisfies the classical equations. -/
theorem classicalPath_witness :
    IsClassicalPath 1 (fun t => t) (fun t => t ^ 2) (fun t => t) (fun _ => 1) ∧
    ∀ t : ℝ, HasDerivAt (fun s : ℝ => s / 2 + s ^ 4 / 8)
      (1 ^ 2 / (2 * 1) - potential (fun t => t) (fun t => t ^ 2) t t) t := by
  refine ⟨⟨differentiable_id, fun t => ?_, fun t => ?_⟩, fun t => ?_⟩
  · rw [(hasDerivAt_id' t).deriv]
    norm_num
  · refine (hasDerivAt_const t (1 : ℝ)).congr_deriv ?_
    rw [deriv_potential]
    ring
  · refine (((hasDerivAt_id' t).div_const 2).fun_add
      ((hasDerivAt_pow 4 t).div_const 8)).congr_deriv ?_
    show 1 / 2 + ((4 : ℕ) : ℝ) * t ^ 3 / 8 = 1 ^ 2 / (2 * 1) - (t * t ^ 2 / 2 - t ^ 2 * t)
    push_cast
    ring

end

end DisplacedExactSolutions
```

```lean
#print axioms DisplacedExactSolutions.displace_adds_force
#print axioms DisplacedExactSolutions.displaced_solution_iff
#print axioms DisplacedExactSolutions.displace_first_moment
```

```
'DisplacedExactSolutions.displace_adds_force' depends on axioms: [propext, Classical.choice, Quot.sound]
'DisplacedExactSolutions.displaced_solution_iff' depends on axioms: [propext, Classical.choice, Quot.sound]
'DisplacedExactSolutions.displace_first_moment' depends on axioms: [propext, Classical.choice, Quot.sound]
```
